# For idempotent occupations and an interaction matrix $K \ge k > 0$, an orbital-resolved Hubbard potential lowers filled orbitals and raises empty ones by at least $k/2$

Q: In each cycle of a DFT+U calculation I compute the occupation matrix $n$ of a localised shell, build a Hubbard potential from it and add that potential to the Kohn–Sham Hamiltonian. With a single parameter $U$ and integer occupations, filled orbitals go down by $U/2$ and empty ones go up by $U/2$. Suppose the interaction is a matrix $K$ that doesn't commute with $n$. Could the potential then mix filled and empty orbitals, or push one the wrong way?

A: Not if $n$ is Hermitian with $n^2=n$, so that every orbital combination is the sum of a fully filled part and a fully empty part, and $K$ is Hermitian with $K\ge k>0$. Here $K$ holds the effective on-site interaction strengths that penalise fractional occupation, and $k$ is a lower bound on the strength felt by any normalised combination of orbitals. This is a model that puts a matrix in place of the single $U$; the full rotationally invariant scheme has a four-index interaction tensor and isn't covered here. The model's energy and its gradient are

$$E(n)=\tfrac12\,\mathrm{Re}\,\mathrm{tr}\,K(n-n^2),\qquad V=\tfrac12\big[(1-n)K(1-n)-nKn\big].$$

Q: Show me that $V$ is the gradient.

A: Multiply out the first product in $V$. The two $nKn$ terms cancel, which leaves

$$V=\tfrac12(K-nK-Kn).$$

Now change $n$ by $tX$, with $t$ real and $X$ any matrix:

$$(n+tX)-(n+tX)^2=n-n^2+t(X-nX-Xn)-t^2X^2.$$

Multiply by $K$ and take the trace. Since $\mathrm{tr}(KXn)=\mathrm{tr}(nKX)$, the linear term is $t\,\mathrm{tr}[(K-Kn-nK)X]=2t\,\mathrm{tr}(VX)$. Therefore

$$E(n+tX)=E(n)+t\,\mathrm{Re}\,\mathrm{tr}(VX)-\tfrac{t^2}{2}\mathrm{Re}\,\mathrm{tr}(KX^2),$$

and the derivative at $t=0$ is $\mathrm{Re}\,\mathrm{tr}(VX)$.

Q: And the mixing?

A: Take the commutator:

$$nV-Vn=\tfrac12\big[(n-n^2)K-K(n-n^2)\big].$$

It vanishes when $n^2=n$, whatever $K$ is. For the level shifts, use $n^\dagger=n$ to move $n$ across the inner product:

$$\langle v,Vv\rangle=\tfrac12\big[\langle v,Kv\rangle-\langle nv,Kv\rangle-\langle v,Knv\rangle\big].$$

If $nv=v$, this is $-\tfrac12\langle v,Kv\rangle$. If $nv=0$, it is $+\tfrac12\langle v,Kv\rangle$. For a unit vector $\langle v,Kv\rangle\ge k$, so the two values are at most $-k/2$ and at least $k/2$.

Q: I follow the algebra. What I doubt is that the Lean version speaks about the same objects. What are the orbitals there?

A: They are the elements of a finite index type `m`, to be read as the orthonormal localised orbitals of one site in one spin channel.

```lean
import Mathlib

open Matrix

namespace OrbitalResolvedDFTU

noncomputable section

variable {m : Type*} [Fintype m] [DecidableEq m]
```

The energy is a definition:

```lean
/-- The orbital-resolved Hubbard correction `Re tr(K(n - n²))/2` for the interaction
matrix `K` and the occupation matrix `n`. -/
def energy (K n : Matrix m m ℂ) : ℝ := (trace (K * (n - n * n))).re / 2
```

Q: Why a real part? My energy is real already.

A: So is this one when $K$ and $n$ are Hermitian, because the trace of a product of two Hermitian matrices is real. The definition accepts arbitrary matrices, and the real part makes it a real function for all of them.

The potential is also defined by its formula, so the gradient property has to be proved:

```lean
/-- The matrix `((1-n)K(1-n) - nKn)/2`, for arbitrary matrices `K` and `n`. -/
def potential (K n : Matrix m m ℂ) : Matrix m m ℂ :=
  (1 / 2 : ℝ) • ((1 - n) * K * (1 - n) - n * K * n)
```

The third definition is the expectation value:

```lean
/-- The real part of `⟨v, A v⟩`, for a vector `v` of any norm. -/
def expectation (A : Matrix m m ℂ) (v : m → ℂ) : ℝ := (star v ⬝ᵥ (A *ᵥ v)).re
```

Q: That has no denominator.

A: Right. For a vector that isn't normalised, the physical expectation value is this number divided by $\langle v,v\rangle$. The condition $K\ge k$ therefore appears as `k * (star v ⬝ᵥ v).re ≤ expectation K v` for all `v`, and the bounds on $V$ are stated for vectors with `star v ⬝ᵥ v = 1`.

Q: Then take me through the proofs.

A: The first lemma is the cancellation of the $nKn$ terms. `noncomm_ring` does it without assuming that $K$ and $n$ commute.

```lean
/-- The potential equals `(K - nK - Kn)/2` for every occupation matrix. -/
theorem potential_eq (K n : Matrix m m ℂ) :
    potential K n = (1 / 2 : ℝ) • (K - n * K - K * n) := by
  unfold potential
  congr 1
  noncomm_ring
```

Next comes the expansion in $t$. Inside the proof, `h` is the matrix expansion, `c` is the cyclic step $\mathrm{tr}(KXn)=\mathrm{tr}(nKX)$, and `p` writes $\mathrm{tr}(VX)$ as the same three traces. Taking real parts and calling `ring` finishes it.

```lean
/-- Changing the occupation matrix by `tX` changes the energy by a linear term
`t Re tr(VX)` and a quadratic term `-t² Re tr(KX²)/2`, with no further terms. -/
theorem energy_expansion (K n X : Matrix m m ℂ) (t : ℝ) :
    energy K (n + t • X) = energy K n + t * (trace (potential K n * X)).re
      - t ^ 2 * ((trace (K * (X * X))).re / 2) := by
  have h : K * ((n + t • X) - (n + t • X) * (n + t • X)) =
      K * (n - n * n) + t • (K * X - K * (n * X) - K * (X * n))
        - (t ^ 2) • (K * (X * X)) := by
    simp only [Matrix.mul_add, Matrix.add_mul, Matrix.mul_sub, Matrix.smul_mul,
      Matrix.mul_smul]
    module
  -- cyclicity of the trace collects the linear terms into the potential
  have c : trace (K * (X * n)) = trace (n * K * X) := by
    rw [← Matrix.mul_assoc, Matrix.trace_mul_comm, ← Matrix.mul_assoc]
  have p : trace (potential K n * X) =
      (1 / 2 : ℝ) • (trace (K * X) - trace (n * K * X) - trace (K * (n * X))) := by
    rw [potential_eq, Matrix.smul_mul, trace_smul, Matrix.sub_mul, Matrix.sub_mul,
      trace_sub, trace_sub, Matrix.mul_assoc K n X]
  unfold energy
  rw [h, p, trace_sub, trace_add, trace_smul, trace_smul, trace_sub, trace_sub, c]
  simp only [Complex.sub_re, Complex.add_re, Complex.smul_re, smul_eq_mul]
  ring
```

Q: My occupation matrices are rarely idempotent, because the shell hybridises with its neighbours. What happens to the commutation then?

A: It becomes a condition on $K$. For arbitrary $n$, the potential commutes with $n$ exactly when $K$ commutes with $n-n^2$. The proof establishes the commutator identity above as `h`, solves it for the other commutator as `h2`, and reads off one direction from each.

```lean
/-- For an arbitrary occupation matrix, the potential commutes with `n` exactly when
`K` commutes with `n - n²`. -/
theorem potential_commutes_iff (K n : Matrix m m ℂ) :
    n * potential K n = potential K n * n ↔
      K * (n - n * n) = (n - n * n) * K := by
  have h : n * potential K n - potential K n * n =
      (1 / 2 : ℝ) • ((n - n * n) * K - K * (n - n * n)) := by
    rw [potential_eq, Matrix.mul_smul, Matrix.smul_mul, ← smul_sub]
    congr 1
    noncomm_ring
  have h2 : (n - n * n) * K - K * (n - n * n) =
      (2 : ℝ) • (n * potential K n - potential K n * n) := by
    rw [h, smul_smul]
    norm_num
  constructor
  · intro c
    rw [sub_eq_zero.mpr c, smul_zero] at h2
    exact (sub_eq_zero.mp h2).symm
  · intro c
    rw [c, sub_self, smul_zero] at h
    exact sub_eq_zero.mp h
```

A scalar $K$ always meets this condition. With fractional occupations and a general $K$, it has to be checked.

The expectation values follow. `adj` moves $n$ across the inner product, `key` is the three-term formula for $\langle v,Vv\rangle$, and substituting $nv=v$ or $nv=0$ gives the two cases.

```lean
/-- For Hermitian `n`, the potential has expectation `-⟨K⟩/2` on a filled vector
(`nv = v`) and `⟨K⟩/2` on an empty one (`nv = 0`). -/
theorem expectation_potential (K : Matrix m m ℂ) {n : Matrix m m ℂ}
    (hn : n.IsHermitian) (v : m → ℂ) :
    (n *ᵥ v = v → expectation (potential K n) v = -(expectation K v) / 2) ∧
    (n *ᵥ v = 0 → expectation (potential K n) v = expectation K v / 2) := by
  -- a Hermitian occupation matrix may act on either side of the inner product
  have adj : ∀ w, star v ⬝ᵥ (n *ᵥ w) = star (n *ᵥ v) ⬝ᵥ w := by
    intro w
    rw [Matrix.star_mulVec, hn.eq, Matrix.dotProduct_mulVec]
  have key : star v ⬝ᵥ (potential K n *ᵥ v) = (1 / 2 : ℝ) •
      (star v ⬝ᵥ (K *ᵥ v) - star (n *ᵥ v) ⬝ᵥ (K *ᵥ v) - star v ⬝ᵥ (K *ᵥ (n *ᵥ v))) := by
    rw [potential_eq, Matrix.smul_mulVec, Matrix.sub_mulVec, Matrix.sub_mulVec,
      ← Matrix.mulVec_mulVec, ← Matrix.mulVec_mulVec, dotProduct_smul, dotProduct_sub,
      dotProduct_sub, adj]
  unfold expectation
  constructor <;> intro hv <;> rw [key, hv]
  · simp only [Complex.smul_re, Complex.sub_re, smul_eq_mul]
    ring
  · simp only [star_zero, zero_dotProduct, Matrix.mulVec_zero, dotProduct_zero,
      sub_zero, Complex.smul_re, smul_eq_mul]
    ring
```

Q: Now the main statement, in words.

A: Let $K$ and $n$ be Hermitian, $n^2=n$ and $K\ge k$. Five things hold together:

- For every matrix $X$, the function $t\mapsto E(n+tX)$ has derivative $\mathrm{Re}\,\mathrm{tr}(VX)$ at $t=0$.
- $V$ is Hermitian.
- $V$ commutes with $n$.
- On every filled unit vector, the expectation of $V$ is at most $-k/2$.
- On every empty unit vector, it is at least $k/2$.

The theorem admits any real $k$, but the bounds separate filled from empty only for $k>0$.

```lean
/-- For Hermitian `K ≥ k` and a Hermitian idempotent `n`, the potential is the Hermitian
gradient of the energy and commutes with `n`. Its expectation is at most `-k/2` on filled
unit vectors and at least `k/2` on empty unit vectors. -/
theorem gradient_splits_filled_and_empty {K n : Matrix m m ℂ} {k : ℝ}
    (hK : K.IsHermitian) (hn : n.IsHermitian) (hp : n * n = n)
    (hk : ∀ v, k * (star v ⬝ᵥ v).re ≤ expectation K v) :
    (∀ X : Matrix m m ℂ, HasDerivAt (fun t : ℝ => energy K (n + t • X))
      (trace (potential K n * X)).re 0) ∧
    (potential K n).IsHermitian ∧
    n * potential K n = potential K n * n ∧
    (∀ v, star v ⬝ᵥ v = 1 → n *ᵥ v = v → expectation (potential K n) v ≤ -k / 2) ∧
    (∀ v, star v ⬝ᵥ v = 1 → n *ᵥ v = 0 → k / 2 ≤ expectation (potential K n) v) := by
  refine ⟨fun X => ?_, ?_, ?_, fun v h1 hv => ?_, fun v h1 hv => ?_⟩
  · -- differentiate the exact quadratic expansion
    rw [funext (energy_expansion K n X)]
    have d := (((hasDerivAt_id' (0 : ℝ)).mul_const
      (trace (potential K n * X)).re).const_add (energy K n)).fun_sub
      (((hasDerivAt_id' (0 : ℝ)).fun_pow 2).mul_const ((trace (K * (X * X))).re / 2))
    exact d.congr_deriv (by simp)
  · unfold Matrix.IsHermitian
    rw [potential_eq, conjTranspose_smul, conjTranspose_sub, conjTranspose_sub,
      conjTranspose_mul, conjTranspose_mul, hK.eq, hn.eq, star_trivial]
    congr 1
    abel
  · rw [potential_commutes_iff, hp, sub_self, Matrix.mul_zero, Matrix.zero_mul]
  · have b := hk v
    rw [h1, Complex.one_re] at b
    rw [(expectation_potential K hn v).1 hv]
    linarith
  · have b := hk v
    rw [h1, Complex.one_re] at b
    rw [(expectation_potential K hn v).2 hv]
    linarith
```

The proof differentiates the exact expansion, whose quadratic term has zero slope at $t=0$. It takes the adjoint of $\tfrac12(K-nK-Kn)$, sets $n-n^2=0$ in the commutation criterion, and combines the two expectation formulas with the bound on $K$.

Q: One thing bothers me. At idempotent $n$ the energy is zero. How can a vanishing correction shift levels?

A: The derivative probes directions that leave the idempotent matrices. `X` is unrestricted, so it includes taking a little charge out of a filled orbital, and that costs energy when $k>0$. The correction vanishes at integer occupation, but its slope there does not.

Q: Which index convention does `trace (potential K n * X)` fix?

A: The entry $V_{ij}$ multiplies $X_{ji}$, so it is the derivative of $\tfrac12\mathrm{tr}\,K(n-n^2)$, before the real part is taken, with respect to $n_{ji}$, when all entries of $n$ are treated as independent. A code that stores the derivative with respect to $n_{ij}$ holds the transpose. $K$ is held fixed throughout. If it were recomputed as $n$ changes, the derivative along $X$ would gain the term $\tfrac12\mathrm{Re}\,\mathrm{tr}\,K'(n-n^2)$, where $K'$ is the derivative of $K$ along $X$. That term vanishes when $n^2=n$, but it can matter at fractional occupations.

Q: Expectation values are one thing. Does $V$ itself have a gap?

A: Yes: none of its real eigenvalues lies strictly between $-k/2$ and $k/2$. Let $Vv=\mu v$ with $v\neq0$. If $nv=0$, then $\mu\langle v,v\rangle=\tfrac12\langle v,Kv\rangle\ge\tfrac k2\langle v,v\rangle$, so $\mu\ge k/2$. Otherwise $w=nv$ is nonzero and filled, and $Vw=nVv=\mu w$ because $V$ commutes with $n$. The filled formula then gives $\mu\le-k/2$.

```lean
/-- For `K ≥ k` and a Hermitian idempotent `n`, no real eigenvalue of the potential lies
strictly between `-k/2` and `k/2`. -/
theorem potential_spectral_gap {K n : Matrix m m ℂ} {k μ : ℝ}
    (hn : n.IsHermitian) (hp : n * n = n)
    (hk : ∀ v, k * (star v ⬝ᵥ v).re ≤ expectation K v)
    {v : m → ℂ} (hv0 : v ≠ 0) (hv : potential K n *ᵥ v = μ • v) :
    μ ≤ -k / 2 ∨ k / 2 ≤ μ := by
  have pos : ∀ w : m → ℂ, w ≠ 0 → 0 < (star w ⬝ᵥ w).re := by
    intro w hw
    obtain ⟨i, hi⟩ := Function.ne_iff.mp hw
    have e : (star w ⬝ᵥ w).re = ∑ j, Complex.normSq (w j) := by
      simp [dotProduct, Complex.normSq_apply, Complex.mul_re]
    rw [e]
    exact Finset.sum_pos' (fun j _ => Complex.normSq_nonneg _)
      ⟨i, Finset.mem_univ i, Complex.normSq_pos.mpr hi⟩
  have eig : ∀ w : m → ℂ, potential K n *ᵥ w = μ • w →
      expectation (potential K n) w = μ * (star w ⬝ᵥ w).re := by
    intro w hw
    unfold expectation
    rw [hw, dotProduct_smul, Complex.smul_re, smul_eq_mul]
  by_cases h0 : n *ᵥ v = 0
  · right
    have a := (expectation_potential K hn v).2 h0
    rw [eig v hv] at a
    have b := hk v
    exact le_of_mul_le_mul_right (by linarith) (pos v hv0)
  · -- the filled part of the eigenvector is again an eigenvector
    left
    have comm : n * potential K n = potential K n * n := by
      rw [potential_commutes_iff, hp, sub_self, Matrix.mul_zero, Matrix.zero_mul]
    have hw : potential K n *ᵥ (n *ᵥ v) = μ • (n *ᵥ v) := by
      rw [Matrix.mulVec_mulVec, ← comm, ← Matrix.mulVec_mulVec, hv, Matrix.mulVec_smul]
    have a := (expectation_potential K hn (n *ᵥ v)).1 (by rw [Matrix.mulVec_mulVec, hp])
    rw [eig _ hw] at a
    have b := hk (n *ᵥ v)
    exact le_of_mul_le_mul_right (by linarith) (pos _ h0)
```

In Lean, `pos` says that a nonzero vector has positive squared norm, which allows the division at the end of each case. `eig` evaluates the expectation on an eigenvector. This theorem doesn't ask for $K$ to be Hermitian, and so it speaks of real eigenvalues; for Hermitian $K$ they are all real.

Q: So my material has a band gap of at least $k$?

A: That doesn't follow. The gap belongs to $V$ alone, within the localised shell. The Kohn–Sham Hamiltonian also contains hopping, the crystal field and the rest of the functional, and these can narrow or close the gap. What the result gives a DFT+U calculation that uses this model energy is the direction and minimum size of the Hubbard shift, for a finite shell with fixed $K$ and integer occupations.

Q: Do I get my usual formula back?

A: Yes. The letter $K$ is used for the matrix so that $U$ can keep its textbook meaning as a single number. Putting $K=U\cdot 1$ into $\tfrac12(K-nK-Kn)$ gives $V=U(\tfrac12-n)$, for any $n$, fractional ones included.

```lean
/-- When the interaction matrix is `U` times the identity, the potential is `U(1/2 - n)`. -/
theorem potential_uniform (U : ℝ) (n : Matrix m m ℂ) :
    potential (U • (1 : Matrix m m ℂ)) n = U • ((1 / 2 : ℝ) • (1 : Matrix m m ℂ) - n) := by
  rw [potential_eq, Matrix.mul_smul, Matrix.smul_mul, Matrix.mul_one, Matrix.one_mul]
  module
```

Q: Last doubt. Perhaps the hypotheses quietly force $K$ and $n$ to commute, and the matrix case adds nothing.

A: A two-orbital example rules that out. Take

$$K=\begin{pmatrix}2&1\\1&2\end{pmatrix},\qquad n=\begin{pmatrix}1&0\\0&0\end{pmatrix},$$

with orbital 0 filled and orbital 1 empty. The bound holds with $k=1$, since $\langle v,Kv\rangle-\langle v,v\rangle=|v_0+v_1|^2\ge0$. The products $Kn$ and $nK$ differ in their off-diagonal entries. Inserting both matrices into the formula gives $V=\mathrm{diag}(-1,1)$: the coupling between the filled and the empty orbital has dropped out, and both shifts exceed $k/2=\tfrac12$ in size.

The Lean proof checks the matrix conditions entry by entry. It obtains the bound from the squares of the real and imaginary parts of $v_0+v_1$, and refutes commutation by comparing the entries in row 0, column 1.

```lean
/-- Two orbitals with interaction matrix `(2 1; 1 2)`, the first filled and the second
empty, meet the hypotheses with `k = 1`, and here `K` and `n` do not commute. -/
theorem gradient_splits_filled_and_empty_witness :
    let K : Matrix (Fin 2) (Fin 2) ℂ := !![2, 1; 1, 2]
    let n : Matrix (Fin 2) (Fin 2) ℂ := !![1, 0; 0, 0]
    K.IsHermitian ∧ n.IsHermitian ∧ n * n = n ∧
      (∀ v, 1 * (star v ⬝ᵥ v).re ≤ expectation K v) ∧ K * n ≠ n * K := by
  intro K n
  refine ⟨?_, ?_, ?_, fun v => ?_, fun h => ?_⟩
  · exact Matrix.IsHermitian.ext (fun i j => by fin_cases i <;> fin_cases j <;> simp [K])
  · exact Matrix.IsHermitian.ext (fun i j => by fin_cases i <;> fin_cases j <;> simp [n])
  · ext i j
    fin_cases i <;> fin_cases j <;> simp [n, Matrix.mul_apply, Fin.sum_univ_succ]
  · -- the difference of the two sides is `|v₀ + v₁|²`
    simp [K, expectation, Matrix.mulVec, dotProduct, Fin.sum_univ_two]
    nlinarith [sq_nonneg ((v 0).re + (v 1).re), sq_nonneg ((v 0).im + (v 1).im)]
  · have h01 := congrFun (congrFun h 0) 1
    simp [K, n, Matrix.mul_apply, Fin.sum_univ_succ] at h01

end

end OrbitalResolvedDFTU
```

```lean
#print axioms OrbitalResolvedDFTU.gradient_splits_filled_and_empty
-- 'OrbitalResolvedDFTU.gradient_splits_filled_and_empty' depends on axioms: [propext, Classical.choice, Quot.sound]
#print axioms OrbitalResolvedDFTU.potential_spectral_gap
-- 'OrbitalResolvedDFTU.potential_spectral_gap' depends on axioms: [propext, Classical.choice, Quot.sound]
#print axioms OrbitalResolvedDFTU.potential_uniform
-- 'OrbitalResolvedDFTU.potential_uniform' depends on axioms: [propext, Classical.choice, Quot.sound]
```
